# For a spherical shell whose axial charge density has a finite Legendre expansion, only the $l=2$ coefficient enters the field gradient at the centre

Suppose you want to change the electric field gradient at a nucleus in a model, and you do it by adjusting the $l=4$ part of the surrounding charge. The density changes shape, the gradient stays where it was, and a fit of that coefficient to the gradient has no unique answer. Reading the shape of the charge density back from the field gradient fails in the same way.

The model here is a single spherical shell of charge, symmetric about the $z$ axis, with a finite expansion in Legendre polynomials $P_l(x)$, where $x=\cos\theta$ and $\theta$ is the polar angle. For such a shell, at fixed radius, the field gradient at the centre depends on the density only through the coefficient $c_2$. In quadrupolar NMR, the field gradient at the nucleus is what the nuclear quadrupole moment couples to.

## The polynomials and the shell

In Lean 4 with Mathlib:

```lean
import Mathlib

open Polynomial

namespace AxialFieldGradient

noncomputable section
```

The first line loads the mathematical library Mathlib. Opening `Polynomial` makes the notation `ℝ[X]` available for polynomials with real coefficients.

```lean
/-- The Legendre polynomial `P_l`, given by Rodrigues' formula. -/
def legendreP (l : ℕ) : ℝ[X] :=
  C (1 / (2 ^ l * (l.factorial : ℝ))) * derivative^[l] ((X ^ 2 - 1) ^ l)
```

This is Rodrigues' formula,
$$P_l(x)=\frac{1}{2^l\,l!}\,\frac{d^l}{dx^l}(x^2-1)^l .$$
`C` turns a number into a constant polynomial, and `derivative^[l]` means "differentiate $l$ times". The result is a polynomial; its value at a number $x$ is written `(legendreP l).eval x`. These are the usual $P_l$, not normalised spherical harmonics, and this fixes the scale of the coefficients below.

```lean
/-- Coulomb potential (Coulomb constant one) at height `z` on the axis, due to a unit charge at
distance `R` from the origin and polar cosine `x`; the domain is `R² - 2Rxz + z² > 0`. -/
def axisPotential (R x z : ℝ) : ℝ := (√(R ^ 2 - 2 * R * x * z + z ^ 2))⁻¹
```

A unit charge sits at distance $R$ from the origin with polar cosine $x$. By the law of cosines, its potential at height $z$ on the axis is
$$\phi(z)=\frac{1}{\sqrt{R^2-2Rxz+z^2}},$$
with the Coulomb constant set to one.

```lean
/-- Field gradient `V_zz` at the origin due to that unit charge, for `R > 0`: the second
derivative of its potential along the axis. -/
def pointGradient (R x : ℝ) : ℝ := deriv (deriv (axisPotential R x)) 0
```

The gradient $V_{zz}$ is $\phi''(0)$, with the sign of the potential's second derivative. The familiar angular factor $3x^2-1$ is not put in by hand; it is derived below.

```lean
/-- Field gradient at the centre of a shell of radius `R > 0` with axial surface charge density
`σ (cos θ)`: the point-charge gradients summed over the sphere. -/
def shellGradient (R : ℝ) (σ : ℝ → ℝ) : ℝ :=
  ∫ _φ in (0 : ℝ)..(2 * Real.pi), ∫ x in (-1 : ℝ)..1, σ x * pointGradient R x * R ^ 2
```

With $\sigma$ the surface charge density, the shell's gradient is
$$V_{zz}=\int_0^{2\pi}\!d\varphi\int_{-1}^{1}\!dx\;\sigma(x)\,\phi_x''(0)\,R^2 ,$$
where $\phi_x$ is the potential of the unit charge at polar cosine $x$, $\varphi$ is the azimuthal angle about the axis (`_φ` in the code), and $R^2\,dx\,d\varphi$ is the area element. The definition adds up the gradients of the charges; it does not differentiate the potential of the whole shell.

```lean
/-- The finite axial expansion `∑ c_l P_l(x)` over the orders `l` in `s`. -/
def axialDensity (s : Finset ℕ) (c : ℕ → ℝ) (x : ℝ) : ℝ :=
  ∑ l ∈ s, c l * (legendreP l).eval x
```

The density is $\sigma(x)=\sum_{l\in s}c_lP_l(x)$. The finite set `s` lists the orders present, and `c` assigns a real coefficient to every order, used or not.

## Orthogonality from integration by parts

```lean
/-- Derivatives of `(x² - 1)^l` of order below `l` vanish at the points where `x² = 1`. -/
theorem boundary_vanishes {k l : ℕ} (hk : k < l) {x : ℝ} (hx : x ^ 2 = 1) :
    (derivative^[k] ((X ^ 2 - 1 : ℝ[X]) ^ l)).eval x = 0 := by
  obtain ⟨r, hr⟩ := pow_sub_dvd_iterate_derivative_pow (X ^ 2 - 1 : ℝ[X]) l k
  have h0 : (X ^ 2 - 1 : ℝ[X]).eval x = 0 := by
    rw [eval_sub, eval_pow, eval_X, eval_one, hx, sub_self]
  rw [hr, eval_mul, eval_pow, h0, zero_pow (by omega), zero_mul]
```

In a theorem, the text before `:=` is the statement and the text after it is the proof. This one says that for $k<l$ the $k$-th derivative of $(x^2-1)^l$ vanishes wherever $x^2=1$, that is, at $x=\pm1$.

By hand: each differentiation removes at most one factor of $x^2-1$, so after $k$ of them at least $l-k\ge1$ factors remain, and these vanish at $\pm1$. The proof obtains this divisibility from Mathlib and evaluates the factor.

```lean
/-- For `m ≤ l`, the `m`-th derivative of `(x² - 1)^l` is orthogonal on `[-1, 1]` to every
polynomial whose own `m`-th derivative is zero. -/
theorem integral_by_parts (l m : ℕ) (hm : m ≤ l) (q : ℝ[X]) (hq : derivative^[m] q = 0) :
    ∫ x in (-1 : ℝ)..1,
      (derivative^[m] ((X ^ 2 - 1 : ℝ[X]) ^ l)).eval x * q.eval x = 0 := by
  induction m generalizing q with
  | zero =>
    have h : q = 0 := hq
    simp [h]
  | succ m ih =>
    have h0 := ih (by omega) (derivative q) (by rwa [Function.iterate_succ_apply] at hq)
    have hb1 := boundary_vanishes (show m < l by omega) (x := 1) (by norm_num)
    have hb2 := boundary_vanishes (show m < l by omega) (x := -1) (by norm_num)
    rw [Function.iterate_succ_apply']
    generalize derivative^[m] ((X ^ 2 - 1 : ℝ[X]) ^ l) = F at h0 hb1 hb2 ⊢
    -- the total derivative of F q integrates to boundary terms, which vanish
    have h := intervalIntegral.integral_eq_sub_of_hasDerivAt (a := -1) (b := 1)
      (f := fun x => (F * q).eval x) (f' := fun x => (derivative (F * q)).eval x)
      (fun x _ => (F * q).hasDerivAt x)
      ((derivative (F * q)).continuous.intervalIntegrable _ _)
    have hi1 : IntervalIntegrable (fun x : ℝ => (derivative F).eval x * q.eval x)
        MeasureTheory.volume (-1) 1 :=
      ((derivative F).continuous.mul q.continuous).intervalIntegrable _ _
    have hi2 : IntervalIntegrable (fun x : ℝ => F.eval x * (derivative q).eval x)
        MeasureTheory.volume (-1) 1 :=
      (F.continuous.mul (derivative q).continuous).intervalIntegrable _ _
    simp only [derivative_mul, eval_add, eval_mul] at h
    rw [intervalIntegral.integral_add hi1 hi2, h0, hb1, hb2] at h
    linarith
```

Let $m\le l$, and let $q$ be a polynomial whose $m$-th derivative is zero. Then
$$\int_{-1}^{1}\left[\frac{d^m}{dx^m}(x^2-1)^l\right]q(x)\,dx=0 .$$

The argument is induction on $m$. For $m=0$ the hypothesis says $q=0$. For the step from $m$ to $m+1$, write $F$ for the $m$-th derivative of $(x^2-1)^l$. Then
$$\int_{-1}^{1}F'q\,dx=\big[Fq\big]_{-1}^{1}-\int_{-1}^{1}Fq'\,dx .$$
The boundary term vanishes by the previous theorem, since $m<l$. The last integral vanishes by the induction hypothesis applied to $q'$, whose $m$-th derivative is zero. This is why the induction is run with `generalizing q`: the hypothesis must be available for $q'$ as well as for $q$. In the code, `h` integrates $(Fq)'=F'q+Fq'$, and `linarith` solves for the remaining integral.

```lean
/-- `P_l` is orthogonal on `[-1, 1]` to every polynomial of degree below `l`. -/
theorem legendre_orthogonal {l : ℕ} {q : ℝ[X]} (hq : q.natDegree < l) :
    ∫ x in (-1 : ℝ)..1, (legendreP l).eval x * q.eval x = 0 := by
  have h := integral_by_parts l l le_rfl q (iterate_derivative_eq_zero hq)
  simp only [legendreP, eval_mul, eval_C, mul_assoc]
  rw [intervalIntegral.integral_const_mul, h, mul_zero]
```

Take $m=l$. A polynomial of degree below $l$ has zero $l$-th derivative, so its product with $P_l$ integrates to zero. The prefactor $1/(2^l\,l!)$ simply comes out of the integral.

```lean
/-- The integral of a quartic over `[-1, 1]` contains only its even coefficients. -/
theorem integral_quartic (a b c d e : ℝ) :
    ∫ x in (-1 : ℝ)..1, (a * x ^ 4 + b * x ^ 3 + c * x ^ 2 + d * x + e)
      = 2 * a / 5 + 2 * c / 3 + 2 * e := by
  have h : ∀ x : ℝ, HasDerivAt
      (fun y : ℝ => a / 5 * y ^ 5 + b / 4 * y ^ 4 + c / 3 * y ^ 3 + d / 2 * y ^ 2 + e * y)
      (a * x ^ 4 + b * x ^ 3 + c * x ^ 2 + d * x + e) x := fun x =>
    ((((((hasDerivAt_pow 5 x).const_mul (a / 5)).fun_add
      ((hasDerivAt_pow 4 x).const_mul (b / 4))).fun_add
      ((hasDerivAt_pow 3 x).const_mul (c / 3))).fun_add
      ((hasDerivAt_pow 2 x).const_mul (d / 2))).fun_add
      ((hasDerivAt_id' x).const_mul e)).congr_deriv (by push_cast; ring)
  rw [intervalIntegral.integral_eq_sub_of_hasDerivAt (fun x _ => h x)
    (Continuous.intervalIntegrable (by fun_prop) _ _)]
  ring
```

Odd powers integrate to zero over $[-1,1]$, while $x^4$, $x^2$ and $1$ give $2/5$, $2/3$ and $2$. The proof supplies an antiderivative and subtracts its end values.

```lean
/-- The integral of `P_l(x) (3x² - 1)` over `[-1, 1]` is `4/5` for `l = 2` and zero for every
other order. -/
theorem legendre_quadrupole (l : ℕ) :
    ∫ x in (-1 : ℝ)..1, (legendreP l).eval x * (3 * x ^ 2 - 1)
      = if l = 2 then 4 / 5 else 0 := by
  rcases Nat.lt_or_ge 2 l with hl | hl
  · -- orders above two: orthogonality to a quadratic
    have hd : (C 3 * X ^ 2 - 1 : ℝ[X]).natDegree ≤ 2 := by compute_degree
    have h := legendre_orthogonal (lt_of_le_of_lt hd hl)
    simp only [eval_sub, eval_mul, eval_C, eval_pow, eval_X, eval_one] at h
    rw [h, if_neg (by omega)]
  · interval_cases l
    · have h : ∀ x : ℝ, (legendreP 0).eval x * (3 * x ^ 2 - 1)
          = 0 * x ^ 4 + 0 * x ^ 3 + 3 * x ^ 2 + 0 * x + (-1) := by
        intro x
        have h0 : (legendreP 0).eval x = 1 := by simp [legendreP]
        rw [h0]; ring
      simp only [h]
      rw [integral_quartic]; norm_num
    · have h : ∀ x : ℝ, (legendreP 1).eval x * (3 * x ^ 2 - 1)
          = 0 * x ^ 4 + 3 * x ^ 3 + 0 * x ^ 2 + (-1) * x + 0 := by
        intro x
        have h1 : (legendreP 1).eval x = x := by
          simp [legendreP]
          ring
        rw [h1]; ring
      simp only [h]
      rw [integral_quartic]; norm_num
    · have h : ∀ x : ℝ, (legendreP 2).eval x * (3 * x ^ 2 - 1)
          = 9 / 2 * x ^ 4 + 0 * x ^ 3 + (-3) * x ^ 2 + 0 * x + 1 / 2 := by
        intro x
        have h2 : legendreP 2 = C (1 / (2 ^ 2 * ((Nat.factorial 2 : ℕ) : ℝ))) *
            derivative (derivative ((X ^ 2 - 1) ^ 2)) := rfl
        rw [h2]
        simp [derivative_pow, Nat.factorial]
        ring
      simp only [h]
      rw [integral_quartic]; norm_num
```

The statement is
$$\int_{-1}^{1}P_l(x)(3x^2-1)\,dx=\begin{cases}4/5,& l=2,\\ 0,& l\ne2.\end{cases}$$

For $l\ge3$, the polynomial $3x^2-1$ has degree $2<l$, and orthogonality gives zero. `interval_cases` then splits off the three remaining orders:

- For $l=0$, $P_0=1$ and the integral is $3\cdot\frac23-2=0$.
- For $l=1$, $P_1=x$ and the integrand $3x^3-x$ is odd, so the integral is zero.
- For $l=2$, $P_2=\frac18\frac{d^2}{dx^2}(x^4-2x^2+1)=\frac12(3x^2-1)$. The integrand is $\frac92x^4-3x^2+\frac12$, and the integral is $\frac95-2+1=\frac45$.

## From the Coulomb potential to the shell

```lean
/-- A unit charge at distance `R > 0` and polar cosine `x` produces the field gradient
`(3x² - 1)/R³` at the origin. -/
theorem pointGradient_eq {R : ℝ} (hR : 0 < R) (x : ℝ) :
    pointGradient R x = (3 * x ^ 2 - 1) / R ^ 3 := by
  have hD : ∀ z : ℝ, HasDerivAt (fun y : ℝ => R ^ 2 - 2 * R * x * y + y ^ 2)
      (-(2 * R * x) + 2 * z) z := fun z =>
    ((((hasDerivAt_id' z).const_mul (2 * R * x)).const_sub (R ^ 2)).fun_add
      (hasDerivAt_pow 2 z)).congr_deriv (by push_cast; ring)
  have hpos : 0 < R ^ 2 - 2 * R * x * 0 + 0 ^ 2 := by linarith [pow_pos hR 2]
  have h0 : √(R ^ 2 - 2 * R * x * 0 + 0 ^ 2) = R := by
    rw [show R ^ 2 - 2 * R * x * 0 + 0 ^ 2 = R ^ 2 by ring, Real.sqrt_sq hR.le]
  have alg : ∀ z s : ℝ, s ≠ 0 →
      -((-(2 * R * x) + 2 * z) / (2 * s)) / s ^ 2 = (R * x - z) / s ^ 3 := by
    intro z s hs
    field_simp
    ring
  -- first derivative of the potential near the origin
  have hev : deriv (axisPotential R x) =ᶠ[nhds 0]
      fun z => (R * x - z) / √(R ^ 2 - 2 * R * x * z + z ^ 2) ^ 3 := by
    have hc : Continuous fun z : ℝ => R ^ 2 - 2 * R * x * z + z ^ 2 := by fun_prop
    filter_upwards [(isOpen_lt continuous_const hc).mem_nhds hpos] with z hz
    have hs := (Real.sqrt_pos.mpr hz).ne'
    have h1 : HasDerivAt (axisPotential R x)
        (-((-(2 * R * x) + 2 * z) / (2 * √(R ^ 2 - 2 * R * x * z + z ^ 2))) /
          √(R ^ 2 - 2 * R * x * z + z ^ 2) ^ 2) z :=
      ((hD z).sqrt (ne_of_gt hz)).inv hs
    rw [h1.deriv, alg z _ hs]
  -- second derivative at the origin
  have hs : HasDerivAt (fun z : ℝ => √(R ^ 2 - 2 * R * x * z + z ^ 2)) (-x) 0 :=
    ((hD 0).sqrt hpos.ne').congr_deriv (by
      rw [h0, div_eq_iff (by positivity)]
      ring)
  have hn : HasDerivAt (fun z : ℝ => R * x - z) (-1) 0 := (hasDerivAt_id' 0).const_sub _
  have h2 := hn.fun_div (hs.fun_pow 3) (by rw [h0]; positivity)
  rw [pointGradient, hev.deriv_eq, h2.deriv]
  simp only [h0]
  push_cast
  field_simp
  ring
```

For $R>0$, the unit charge produces the gradient $(3x^2-1)/R^3$.

Write $D(z)=R^2-2Rxz+z^2$, so that $\phi=D^{-1/2}$. Since $D'=-2Rx+2z$,
$$\phi'(z)=-\frac{D'}{2D^{3/2}}=\frac{Rx-z}{D^{3/2}} .$$
At the origin $\sqrt D=R$ and $(\sqrt D)'=-2Rx/(2R)=-x$. The derivative of $D^{3/2}=(\sqrt D)^3$ there is therefore $-3R^2x$, and the quotient rule gives
$$\phi''(0)=\frac{(-1)R^3-Rx\,(-3R^2x)}{R^6}=\frac{3x^2-1}{R^3}.$$

In the code, `hev` states the formula for $\phi'$ near $z=0$, where $D>0$. A neighbourhood is enough, because the second derivative at a point depends only on nearby values. Then `hs` is the derivative of $\sqrt D$, and `h2` is the quotient rule.

```lean
/-- The field gradient at the centre of a shell of radius `R > 0` with density `∑ c_l P_l` is
`8π c_2 / (5R)` if the expansion contains `l = 2`, and zero if it does not. -/
theorem shellGradient_eq {R : ℝ} (hR : 0 < R) (s : Finset ℕ) (c : ℕ → ℝ) :
    shellGradient R (axialDensity s c)
      = 8 * Real.pi / (5 * R) * (if 2 ∈ s then c 2 else 0) := by
  -- the angular integral selects the quadrupole coefficient
  have hang : ∫ x in (-1 : ℝ)..1, axialDensity s c x * (3 * x ^ 2 - 1)
      = 4 / 5 * (if 2 ∈ s then c 2 else 0) := by
    have hq : Continuous fun x : ℝ => 3 * x ^ 2 - 1 := by fun_prop
    have hi : ∀ l ∈ s, IntervalIntegrable
        (fun x : ℝ => c l * ((legendreP l).eval x * (3 * x ^ 2 - 1)))
        MeasureTheory.volume (-1) 1 := fun l _ =>
      (((legendreP l).continuous.mul hq).intervalIntegrable _ _).const_mul (c l)
    simp only [axialDensity, Finset.sum_mul, mul_assoc]
    rw [intervalIntegral.integral_finsetSum hi]
    simp only [intervalIntegral.integral_const_mul, legendre_quadrupole, mul_ite, mul_zero,
      Finset.sum_ite_eq']
    split_ifs <;> ring
  have e : ∀ x : ℝ, axialDensity s c x * pointGradient R x * R ^ 2
      = R⁻¹ * (axialDensity s c x * (3 * x ^ 2 - 1)) := by
    intro x
    rw [pointGradient_eq hR]
    field_simp
  simp only [shellGradient, e]
  rw [intervalIntegral.integral_const_mul, hang, intervalIntegral.integral_const, smul_eq_mul]
  ring
```

For $R>0$, the shell's gradient is
$$V_{zz}=\frac{8\pi c_2}{5R}\quad\text{if }2\in s,\qquad V_{zz}=0\quad\text{if }2\notin s .$$
The `if` is needed because `c 2` has a value even when the expansion does not use it.

By hand, the kernel and the area element combine to $R^2/R^3=1/R$, and the integral over $\varphi$ gives $2\pi$:
$$V_{zz}=\frac{2\pi}{R}\sum_{l\in s}c_l\int_{-1}^{1}P_l(x)(3x^2-1)\,dx .$$
Only $l=2$ survives, contributing $\frac45c_2$ if it is present. In the proof, `hang` is this angular integral, with the finite sum taken outside it, and `e` collects the powers of $R$.

As a numerical instance, take $R=2$ and $\sigma(x)=x^2$. Since $x^2=\frac13P_0+\frac23P_2$, we have $c_2=\frac23$ and
$$V_{zz}=\frac{8\pi}{5\cdot2}\cdot\frac23=\frac{8\pi}{15}\approx1.68 .$$
Direct integration agrees:
$$\frac{2\pi}{2}\int_{-1}^{1}(3x^4-x^2)\,dx=\pi\left(\frac65-\frac23\right)=\frac{8\pi}{15}.$$
Adding $7P_4$ to this density leaves the value unchanged.

```lean
/-- Two axial expansions containing `l = 2`, on shells of the same radius `R > 0`, give the same
field gradient exactly when their coefficients `c_2` agree. -/
theorem shellGradient_eq_iff {R : ℝ} (hR : 0 < R) {s t : Finset ℕ} (hs : 2 ∈ s) (ht : 2 ∈ t)
    (c d : ℕ → ℝ) :
    shellGradient R (axialDensity s c) = shellGradient R (axialDensity t d) ↔ c 2 = d 2 := by
  rw [shellGradient_eq hR, shellGradient_eq hR, if_pos hs, if_pos ht]
  have hk : 8 * Real.pi / (5 * R) ≠ 0 := by positivity
  exact ⟨fun h => mul_left_cancel₀ hk h, fun h => by rw [h]⟩

end

end AxialFieldGradient
```

Take two shells of the same radius $R>0$, both with $l=2$ in their expansions. Their gradients are equal exactly when their $c_2$ agree; the sets `s` and `t` and all other coefficients may differ. The proof inserts the shell formula on both sides and cancels the nonzero factor $8\pi/(5R)$.

So at known radius the gradient determines $c_2$ and leaves every other coefficient open. The model has one radius, axial symmetry and finitely many orders. A density spread over many radii, a non-axial one, or charge on neighbouring atoms would need a further calculation.

```lean
#print axioms AxialFieldGradient.shellGradient_eq_iff
```

```
'AxialFieldGradient.shellGradient_eq_iff' depends on axioms: [propext, Classical.choice, Quot.sound]
```
